# On an equilateral triangle, all real orthonormal bases of the zero-sum plane share the minimal position spread

Two runs of an orbital localisation can end with different orbitals and the same total spread. Someone who does not know that the minimum is flat may take this for failed convergence, or read physics into the direction in which the orbitals point. It happens already for one non-interacting electron on three sites, in the plane of states whose amplitudes add up to zero. With equal site energies and the same real, non-zero hopping on the three bonds, this plane is the degenerate pair orthogonal to the uniform state.

## The triangle and its orbitals

The sites $i=0,1,2$ lie at distance 1 from the origin, and position is diagonal in the site basis. A state is stored as a function `Fin 3 → ℂ` with amplitudes $u_i$.

```lean
import Mathlib

open scoped ComplexConjugate

namespace TriangleWannierSpread

noncomputable section

/-- The x coordinates of the vertices of an equilateral triangle of circumradius 1. -/
def siteX : Fin 3 → ℝ := ![1, -1 / 2, -1 / 2]

/-- The y coordinates of the vertices of the same triangle. -/
def siteY : Fin 3 → ℝ := ![0, Real.sqrt 3 / 2, -(Real.sqrt 3 / 2)]
```

Write $n_i=|u_i|^2$, and $X$, $Y$ for the means of the two coordinates. `mean` weights a function of position by $n_i$, `spread` is $S(u)=\langle r^2\rangle-X^2-Y^2$, and `totalSpread` is $\Omega(u,v)=S(u)+S(v)$.

```lean
/-- The sum of `f` over the sites, weighted by `|u i|²`. For normalised `u` this is the expectation
value of `f`. -/
def mean (f : Fin 3 → ℝ) (u : Fin 3 → ℂ) : ℝ := ∑ i, f i * Complex.normSq (u i)

/-- The expression `⟨r²⟩ - ⟨x⟩² - ⟨y⟩²`, which is the position spread when `u` is normalised. -/
def spread (u : Fin 3 → ℂ) : ℝ :=
  mean (fun i => siteX i ^ 2 + siteY i ^ 2) u - mean siteX u ^ 2 - mean siteY u ^ 2

/-- The total position spread of two orbitals. -/
def totalSpread (u v : Fin 3 → ℂ) : ℝ := spread u + spread v
```

`IsOrbital` demands zero sum and unit norm, and "every orbital" below means every `u` that satisfies it. `IsWannierBasis` adds orthogonality, with the inner product $\langle u,v\rangle=\sum_i\bar u_iv_i$. The zero-sum plane is postulated, since the file contains no Hamiltonian; there is no lattice or Bloch momentum either. Despite its name, `IsWannierBasis` does not require the orbitals to be localised.

```lean
/-- A normalised orbital in the plane of zero-sum vectors. -/
structure IsOrbital (u : Fin 3 → ℂ) : Prop where
  zero_sum : ∑ i, u i = 0
  norm_one : ∑ i, Complex.normSq (u i) = 1

/-- Two orthogonal normalised orbitals in the plane of zero-sum vectors. -/
structure IsWannierBasis (u v : Fin 3 → ℂ) : Prop where
  left : IsOrbital u
  right : IsOrbital v
  orth : ∑ i, conj (u i) * v i = 0
```

The circulating current is $J(u)=\mathrm{Im}(\bar u_0u_1+\bar u_1u_2+\bar u_2u_0)$, up to a prefactor set by the hopping. An orbital is real up to a phase if some $c$ with $|c|=1$ makes every $cu_i$ real.

```lean
/-- The current circulating around the triangle, summed over its three bonds, up to a prefactor set
by the hopping (taken real and equal on the bonds). -/
def loopCurrent (u : Fin 3 → ℂ) : ℝ :=
  (conj (u 0) * u 1 + conj (u 1) * u 2 + conj (u 2) * u 0).im

/-- The orbital becomes real after multiplication by a global phase. -/
def IsRealUpToPhase (u : Fin 3 → ℂ) : Prop :=
  ∃ c : ℂ, ‖c‖ = 1 ∧ ∀ i, (c * u i).im = 0
```

## (a) Two orbitals span the plane

Let $u,v$ satisfy `IsWannierBasis` and let $w$ have zero sum. Show that
$$w_i=\langle u,w\rangle u_i+\langle v,w\rangle v_i .$$

**Solution.** Let $A$ have rows $\bar u$, $\bar v$, $(1,1,1)$, and let $B$ have columns $u$, $v$, $(1,1,1)^T/3$. Orthonormality and zero sum give $AB=1$. The matrices are square, so $BA=1$ too. Applying $BA$ to $w$ gives the two projections plus $\frac13\sum_j w_j$, which vanishes. In Lean, `hAB` checks the nine entries and `mul_eq_one_comm` reverses the product.

```lean
/-- Two orthonormal orbitals of the zero-sum plane form a basis: every zero-sum vector
is the sum of its projections on them. -/
theorem IsWannierBasis.expansion {u v w : Fin 3 → ℂ} (h : IsWannierBasis u v)
    (hw : ∑ i, w i = 0) (i : Fin 3) :
    w i = (∑ j, conj (u j) * w j) * u i + (∑ j, conj (v j) * w j) * v i := by
  have suu : ∑ i, conj (u i) * u i = 1 := by
    simp only [← Complex.normSq_eq_conj_mul_self]
    exact_mod_cast h.left.norm_one
  have svv : ∑ i, conj (v i) * v i = 1 := by
    simp only [← Complex.normSq_eq_conj_mul_self]
    exact_mod_cast h.right.norm_one
  have suv := h.orth
  have svu := congrArg conj h.orth
  have su := h.left.zero_sum
  have sv := h.right.zero_sum
  have cu := congrArg conj su
  have cv := congrArg conj sv
  simp only [Fin.sum_univ_three, map_add, map_mul, map_zero, Complex.conj_conj] at *
  -- the orbitals and the uniform vector give a matrix with a two-sided inverse
  let A : Matrix (Fin 3) (Fin 3) ℂ := Matrix.of fun i j => ![conj (u j), conj (v j), 1] i
  let B : Matrix (Fin 3) (Fin 3) ℂ := Matrix.of fun i j => ![u i, v i, 1 / 3] j
  have hAB : A * B = 1 := by
    ext i j
    fin_cases i <;> fin_cases j <;>
      simp [A, B, Matrix.mul_apply, Fin.sum_univ_three]
    all_goals first
      | linear_combination suu
      | linear_combination svv
      | linear_combination suv
      | linear_combination svu
      | linear_combination su
      | linear_combination sv
      | linear_combination (1 / 3 : ℂ) * cu
      | linear_combination (1 / 3 : ℂ) * cv
  have hBA : B * A = 1 := mul_eq_one_comm.mp hAB
  have key : (B.mulVec (A.mulVec w)) i = w i := by
    rw [Matrix.mulVec_mulVec, hBA, Matrix.one_mulVec]
  simp only [A, B, Matrix.mulVec, dotProduct, Fin.sum_univ_three, Matrix.of_apply,
    Matrix.cons_val_zero, Matrix.cons_val_one, Matrix.cons_val] at key
  linear_combination (1 / 3 : ℂ) * hw - key
```

## (b) Spread and centroid

Show that every orbital satisfies
$$S(u)=1-X^2-Y^2 .$$

**Solution.** Each site has $r^2=1$; for sites 1 and 2 this is $\frac14+\frac34$. Hence $\langle r^2\rangle=\sum_i n_i=1$. These steps are `hr` and `h1`.

```lean
/-- The spread of a normalised zero-sum orbital is one minus its squared centroid. -/
theorem spread_eq_one_sub {u : Fin 3 → ℂ} (h : IsOrbital u) :
    spread u = 1 - mean siteX u ^ 2 - mean siteY u ^ 2 := by
  have hr : ∀ i, siteX i ^ 2 + siteY i ^ 2 = 1 := by
    intro i
    fin_cases i <;> simp [siteX, siteY, div_pow] <;> norm_num
  have h1 : mean (fun i => siteX i ^ 2 + siteY i ^ 2) u = 1 := by
    simp only [mean, hr, one_mul]
    exact h.norm_one
  rw [spread, h1]
```

## (c) One bond fixes the current

Show that zero sum alone implies
$$J(u)=3K,\qquad K=\mathrm{Re}\,u_0\,\mathrm{Im}\,u_1-\mathrm{Im}\,u_0\,\mathrm{Re}\,u_1 .$$

**Solution.** Here $K=\mathrm{Im}(\bar u_0u_1)$. Insert $u_2=-u_0-u_1$. Then $\mathrm{Im}(\bar u_1u_2)=-\mathrm{Im}(\bar u_1u_0)=K$, and $\mathrm{Im}(\bar u_2u_0)=-\mathrm{Im}(\bar u_1u_0)=K$. Lean makes the same substitution through `e`, and `ring` finishes.

```lean
/-- In a zero-sum orbital the circulating current is three times the current
on the first bond. -/
theorem loopCurrent_eq {u : Fin 3 → ℂ} (h : ∑ i, u i = 0) :
    loopCurrent u = 3 * ((u 0).re * (u 1).im - (u 0).im * (u 1).re) := by
  rw [Fin.sum_univ_three] at h
  have e : u 2 = -u 0 - u 1 := by linear_combination h
  simp only [loopCurrent, e, Complex.add_im, Complex.mul_im, Complex.conj_re,
    Complex.conj_im, Complex.sub_re, Complex.sub_im, Complex.neg_re, Complex.neg_im]
  ring
```

## (d) Spread and current

Show that every orbital satisfies
$$S(u)=\frac34+\frac{J(u)^2}{3}.$$

**Solution.** The centroid is $X=n_0-\frac12(n_1+n_2)$, $Y=\frac{\sqrt3}{2}(n_1-n_2)$. With $P=n_0n_1+n_1n_2+n_2n_0$ and $\sum_i n_i=1$,
$$X^2+Y^2=n_0^2+n_1^2+n_2^2-P=1-3P,$$
so $S=3P$ by (b).

Let $R=\mathrm{Re}(\bar u_0u_1)$. Zero sum gives $n_2=n_0+n_1+2R$, hence
$$n_0n_1=K^2+R^2=K^2+\tfrac14(n_2-n_0-n_1)^2=K^2+\tfrac14-n_2(n_0+n_1).$$
Thus $P=K^2+\frac14$, and $S=\frac34+3K^2$ with $K=J/3$.

The identity for $P$ is `key`, before normalisation is used. The last `linear_combination` joins it to the centroid formulas.

```lean
/-- The spread of a normalised zero-sum orbital is `3/4` plus one third of the square of
its circulating current. -/
theorem spread_eq_current {u : Fin 3 → ℂ} (h : IsOrbital u) :
    spread u = 3 / 4 + loopCurrent u ^ 2 / 3 := by
  have h0 := h.zero_sum
  have h1 := h.norm_one
  rw [Fin.sum_univ_three] at h0 h1
  have e : u 2 = -u 0 - u 1 := by linear_combination h0
  have hX : mean siteX u = Complex.normSq (u 0) - Complex.normSq (u 1) / 2
      - Complex.normSq (u 2) / 2 := by
    simp [mean, siteX, Fin.sum_univ_three]
    ring
  have hY : mean siteY u = Real.sqrt 3 / 2 *
      (Complex.normSq (u 1) - Complex.normSq (u 2)) := by
    simp [mean, siteY, Fin.sum_univ_three]
    ring
  have hs : Real.sqrt 3 ^ 2 = 3 := Real.sq_sqrt (by norm_num)
  -- the zero-sum condition ties the site densities to the bond current
  have key : Complex.normSq (u 0) * Complex.normSq (u 1)
      + Complex.normSq (u 1) * Complex.normSq (u 2)
      + Complex.normSq (u 2) * Complex.normSq (u 0)
      = ((u 0).re * (u 1).im - (u 0).im * (u 1).re) ^ 2
      + (Complex.normSq (u 0) + Complex.normSq (u 1) + Complex.normSq (u 2)) ^ 2 / 4 := by
    simp only [e, Complex.normSq_apply, Complex.sub_re, Complex.sub_im,
      Complex.neg_re, Complex.neg_im]
    ring
  rw [h1] at key
  have h2 : Complex.normSq (u 2) = 1 - Complex.normSq (u 0) - Complex.normSq (u 1) := by
    linarith
  rw [spread_eq_one_sub h, loopCurrent_eq h.zero_sum, hX, hY]
  rw [h2] at key ⊢
  linear_combination 3 * key - (Complex.normSq (u 1)
    - (1 - Complex.normSq (u 0) - Complex.normSq (u 1))) ^ 2 / 4 * hs
```

## (e) Orbitals without current

Show that for every orbital
$$J(u)=0\iff u\text{ is real up to a phase}.$$

**Solution.** If $J=0$, then $K=0$, and zero sum makes every $\bar u_ku_j$ real (`hall`). Unit norm provides some $u_k\neq0$; take $c=\bar u_k/|u_k|$. Conversely, $\bar u_0u_1=\overline{(cu_0)}(cu_1)$ is real when $cu_0$ and $cu_1$ are, so $K=0$.

```lean
/-- A normalised zero-sum orbital carries no circulating current exactly when it is real
up to a global phase. -/
theorem loopCurrent_eq_zero_iff {u : Fin 3 → ℂ} (h : IsOrbital u) :
    loopCurrent u = 0 ↔ IsRealUpToPhase u := by
  rw [loopCurrent_eq h.zero_sum]
  constructor
  · intro hJ
    have h0 := h.zero_sum
    rw [Fin.sum_univ_three] at h0
    have e : u 2 = -u 0 - u 1 := by linear_combination h0
    have hall : ∀ k j, (conj (u k) * u j).im = 0 := by
      intro k j
      fin_cases k <;> fin_cases j <;>
        simp only [Fin.zero_eta, Fin.mk_one, Fin.reduceFinMk, e, Complex.mul_im,
          Complex.conj_re, Complex.conj_im, Complex.sub_re, Complex.sub_im,
          Complex.neg_re, Complex.neg_im] <;> linarith
    obtain ⟨k, hk⟩ : ∃ k, u k ≠ 0 := by
      by_contra hn
      push Not at hn
      have h1 := h.norm_one
      simp [hn] at h1
    -- rotate away the phase of a non-vanishing amplitude
    refine ⟨((‖u k‖⁻¹ : ℝ) : ℂ) * conj (u k), by simp [hk], fun i => ?_⟩
    rw [mul_assoc, Complex.im_ofReal_mul, hall, mul_zero]
  · rintro ⟨c, hc, hr⟩
    have hn : Complex.normSq c = 1 := by rw [Complex.normSq_eq_norm_sq, hc, one_pow]
    have h0 := hr 0
    have h1 := hr 1
    rw [Complex.normSq_apply] at hn
    rw [Complex.mul_im] at h0 h1
    linear_combination (-3 * ((u 0).re * (u 1).im - (u 0).im * (u 1).re)) * hn
      + 3 * (c.re * (u 0).re - c.im * (u 0).im) * h1
      - 3 * (c.re * (u 1).re - c.im * (u 1).im) * h0
```

## (f) The minimisers

Show that for an orthonormal basis
$$\Omega(u,v)=\frac32\iff u\text{ and }v\text{ are each real up to a phase}.$$

**Solution.** By (d), $\Omega=\frac32+\frac13\left(J(u)^2+J(v)^2\right)$. This is never below $\frac32$, and equals it only if both currents vanish. Now use (e); the two phases may differ. In Lean, `sq_nonneg` and `linarith` force both squares to zero.

```lean
/-- The total spread of an orthonormal basis of the zero-sum plane equals `3/2` exactly
when both orbitals are real up to a phase. -/
theorem totalSpread_eq_min_iff {u v : Fin 3 → ℂ} (h : IsWannierBasis u v) :
    totalSpread u v = 3 / 2 ↔ IsRealUpToPhase u ∧ IsRealUpToPhase v := by
  rw [← loopCurrent_eq_zero_iff h.left, ← loopCurrent_eq_zero_iff h.right, totalSpread,
    spread_eq_current h.left, spread_eq_current h.right]
  constructor
  · intro hs
    have hu := sq_nonneg (loopCurrent u)
    have hv := sq_nonneg (loopCurrent v)
    exact ⟨pow_eq_zero_iff two_ne_zero |>.mp (by linarith),
      pow_eq_zero_iff two_ne_zero |>.mp (by linarith)⟩
  · rintro ⟨hu, hv⟩
    rw [hu, hv]
    norm_num
```

## (g) Real bases

Show that if all amplitudes of an orthonormal basis are real, then
$$\Omega(u,v)=\frac32 .$$

**Solution.** Take $c=1$ for both orbitals in (f). Rotating a real basis by any angle gives another real basis, so the minimum is flat along that angle.

The result fails if even one orbital is released from the zero-sum condition: $(1,0,0)$ and $(0,1,-1)/\sqrt2$ are real and orthonormal, but their spreads are $0$ and $\frac34$.

```lean
/-- Every real orthonormal basis of the zero-sum plane has total spread `3/2`. -/
theorem totalSpread_of_real {u v : Fin 3 → ℂ} (h : IsWannierBasis u v)
    (hu : ∀ i, (u i).im = 0) (hv : ∀ i, (v i).im = 0) : totalSpread u v = 3 / 2 :=
  (totalSpread_eq_min_iff h).mpr
    ⟨⟨1, norm_one, fun i => by rw [one_mul, hu]⟩, ⟨1, norm_one, fun i => by rw [one_mul, hv]⟩⟩
```

## (h) A family with current

Let $a=(2,-1,-1)/\sqrt6$ and $b=(0,1,-1)/\sqrt2$. Mix them with relative phase $\mathrm i$ into $A_\theta=\cos\theta\,a+\mathrm i\sin\theta\,b$ and $B_\theta=\mathrm i\sin\theta\,a+\cos\theta\,b$.

```lean
/-- The orbital `cos θ a + i sin θ b`, with `a = (2,-1,-1)/√6` and `b = (0,1,-1)/√2`. -/
def mixA (θ : ℝ) : Fin 3 → ℂ :=
  ![⟨2 * Real.cos θ / Real.sqrt 6, 0⟩,
    ⟨-Real.cos θ / Real.sqrt 6, Real.sin θ / Real.sqrt 2⟩,
    ⟨-Real.cos θ / Real.sqrt 6, -Real.sin θ / Real.sqrt 2⟩]

/-- The partner orbital `i sin θ a + cos θ b`, with the same `a` and `b`. -/
def mixB (θ : ℝ) : Fin 3 → ℂ :=
  ![⟨0, 2 * Real.sin θ / Real.sqrt 6⟩,
    ⟨Real.cos θ / Real.sqrt 2, -Real.sin θ / Real.sqrt 6⟩,
    ⟨-Real.cos θ / Real.sqrt 2, -Real.sin θ / Real.sqrt 6⟩]
```

Show that they form an orthonormal basis for every real $\theta$, with
$$\Omega(A_\theta,B_\theta)=\frac32+\frac{\sin^2 2\theta}{2}.$$

**Solution.** Both sums vanish, both norms are $\cos^2\theta+\sin^2\theta=1$, and the overlap is $\mathrm i\cos\theta\sin\theta-\mathrm i\sin\theta\cos\theta=0$. For $A_\theta$,
$$K=\frac{2\cos\theta}{\sqrt6}\cdot\frac{\sin\theta}{\sqrt2}=\frac{\sin2\theta}{2\sqrt3},$$
and $B_\theta$ has the opposite value. Each orbital therefore adds $3K^2=\frac14\sin^22\theta$ to its $\frac34$. In Lean, `hp` and `hq` supply the squares of $1/\sqrt6$ and $1/\sqrt2$.

```lean
/-- For every angle the two mixed orbitals are an orthonormal basis of the zero-sum plane,
with total spread `3/2 + sin²(2θ)/2`. -/
theorem mix_spread (θ : ℝ) : IsWannierBasis (mixA θ) (mixB θ) ∧
    totalSpread (mixA θ) (mixB θ) = 3 / 2 + Real.sin (2 * θ) ^ 2 / 2 := by
  have hp : (Real.sqrt 6)⁻¹ ^ 2 = 1 / 6 := by
    rw [inv_pow, Real.sq_sqrt (by norm_num)]; norm_num
  have hq : (Real.sqrt 2)⁻¹ ^ 2 = 1 / 2 := by
    rw [inv_pow, Real.sq_sqrt (by norm_num)]; norm_num
  have hcs := Real.cos_sq_add_sin_sq θ
  have hA : IsOrbital (mixA θ) := by
    constructor
    · rw [Fin.sum_univ_three]
      apply Complex.ext <;> simp only [mixA, Matrix.cons_val_zero, Matrix.cons_val_one,
        Matrix.cons_val, Complex.add_re, Complex.add_im, Complex.zero_re,
        Complex.zero_im] <;> ring
    · simp only [Fin.sum_univ_three, mixA, Matrix.cons_val_zero, Matrix.cons_val_one,
        Matrix.cons_val, Complex.normSq_apply]
      linear_combination 6 * Real.cos θ ^ 2 * hp + 2 * Real.sin θ ^ 2 * hq + hcs
  have hB : IsOrbital (mixB θ) := by
    constructor
    · rw [Fin.sum_univ_three]
      apply Complex.ext <;> simp only [mixB, Matrix.cons_val_zero, Matrix.cons_val_one,
        Matrix.cons_val, Complex.add_re, Complex.add_im, Complex.zero_re,
        Complex.zero_im] <;> ring
    · simp only [Fin.sum_univ_three, mixB, Matrix.cons_val_zero, Matrix.cons_val_one,
        Matrix.cons_val, Complex.normSq_apply]
      linear_combination 6 * Real.sin θ ^ 2 * hp + 2 * Real.cos θ ^ 2 * hq + hcs
  refine ⟨⟨hA, hB, ?_⟩, ?_⟩
  · rw [Fin.sum_univ_three]
    apply Complex.ext <;> simp only [mixA, mixB, Matrix.cons_val_zero, Matrix.cons_val_one,
      Matrix.cons_val, Complex.add_re, Complex.add_im, Complex.mul_re, Complex.mul_im,
      Complex.conj_re, Complex.conj_im, Complex.zero_re, Complex.zero_im]
    · ring
    · linear_combination 6 * Real.cos θ * Real.sin θ * hp - 2 * Real.cos θ * Real.sin θ * hq
  · rw [totalSpread, spread_eq_current hA, spread_eq_current hB,
      loopCurrent_eq hA.zero_sum, loopCurrent_eq hB.zero_sum, Real.sin_two_mul]
    simp only [mixA, mixB, Matrix.cons_val_zero, Matrix.cons_val_one]
    linear_combination 24 * Real.cos θ ^ 2 * Real.sin θ ^ 2 *
      ((Real.sqrt 2)⁻¹ ^ 2 * hp + 1 / 6 * hq)
```

## (i) All possible values

Show that, over all complex orthonormal bases of the plane,
$$\{\Omega(u,v)\}=\left[\tfrac32,2\right].$$

**Solution.** Part (d) gives the lower bound, and (b) gives $S\le1$ for each orbital, hence the upper one. Neither bound uses orthogonality. For $s$ in the interval, choose $\theta=\frac12\arcsin\sqrt{2s-3}$ in (h); then $\Omega=\frac32+\frac12(2s-3)=s$. The value 2 occurs at $\theta=\pi/4$, where both orbitals have density $\frac13$ on every site and carry opposite currents.

For a localisation calculation restricted to the zero-sum plane of this three-site model, minimal total spread thus selects real orbitals, up to phases, but not their orientation in the plane.

```lean
/-- The total spreads of the complex orthonormal bases of the zero-sum plane are exactly
the numbers from `3/2` to `2`, both ends included. -/
theorem range_totalSpread :
    {s : ℝ | ∃ u v, IsWannierBasis u v ∧ totalSpread u v = s} = Set.Icc (3 / 2) 2 := by
  ext s
  constructor
  · rintro ⟨u, v, h, rfl⟩
    constructor
    · rw [totalSpread, spread_eq_current h.left, spread_eq_current h.right]
      linarith [sq_nonneg (loopCurrent u), sq_nonneg (loopCurrent v)]
    · rw [totalSpread, spread_eq_one_sub h.left, spread_eq_one_sub h.right]
      linarith [sq_nonneg (mean siteX u), sq_nonneg (mean siteY u),
        sq_nonneg (mean siteX v), sq_nonneg (mean siteY v)]
  · rintro ⟨h1, h2⟩
    -- choose the mixing angle with sin²(2θ) = 2s - 3
    have hle : Real.sqrt (2 * s - 3) ≤ 1 := Real.sqrt_le_one.mpr (by linarith)
    have hge : -1 ≤ Real.sqrt (2 * s - 3) := by linarith [Real.sqrt_nonneg (2 * s - 3)]
    obtain ⟨hb, ht⟩ := mix_spread (Real.arcsin (Real.sqrt (2 * s - 3)) / 2)
    refine ⟨_, _, hb, ?_⟩
    rw [ht, mul_div_cancel₀ _ (two_ne_zero' ℝ), Real.sin_arcsin hge hle,
      Real.sq_sqrt (by linarith)]
    ring

end

end TriangleWannierSpread
```

```lean
#print axioms TriangleWannierSpread.IsWannierBasis.expansion
-- 'TriangleWannierSpread.IsWannierBasis.expansion' depends on axioms: [propext, Classical.choice, Quot.sound]
#print axioms TriangleWannierSpread.totalSpread_of_real
-- 'TriangleWannierSpread.totalSpread_of_real' depends on axioms: [propext, Classical.choice, Quot.sound]
#print axioms TriangleWannierSpread.range_totalSpread
-- 'TriangleWannierSpread.range_totalSpread' depends on axioms: [propext, Classical.choice, Quot.sound]
```
